# Majority-spin Fock levels never exceed their minority-spin counterparts when the spin-density matrix and the interaction kernel are positive semidefinite

Let $D_a$ and $D_b$ be real symmetric density matrices of the two spin channels, in a finite real basis, with $D_a-D_b$ positive semidefinite. Let the interaction kernel also be positive semidefinite. Then the ordered levels of $F_a=h+J(D_a+D_b)-K(D_a)$ and $F_b=h+J(D_a+D_b)-K(D_b)$ satisfy

$$\varepsilon^a_i\le\varepsilon^b_i\qquad\text{for every } i .$$

Here $h$ is the core Hamiltonian, $J$ the Coulomb matrix and $K$ the exchange matrix. The levels $\varepsilon^a_i$ and $\varepsilon^b_i$ are the ascending solutions of $FC=SC\,\mathrm{diag}(\varepsilon)$ with overlap matrix $S$. A complete $S$-orthonormal set of solutions is assumed in each channel, which requires symmetric Fock matrices and an invertible $S$. The integrals are modelled as sums over a finite grid. For open-shell Hartree-Fock in this setting, the result gives a consistency check on the two Fock matrices whenever the density and kernel conditions hold.

## Basis, integrals and Fock matrices

```lean
import Mathlib

open Matrix

namespace ExchangeLowersMajorityLevels

noncomputable section

variable {n : ℕ} {G : Type*} [Fintype G]
```

There are `n` basis functions, labelled by `Fin n`, that is $0,\dots,n-1$. The grid `G` is any finite set of points.

```lean
/-- Overlap matrix of real basis functions on a finite grid. -/
def overlap (χ : Fin n → G → ℝ) : Matrix (Fin n) (Fin n) ℝ :=
  Matrix.of fun μ ν => ∑ r, χ μ r * χ ν r
```

This is $S_{\mu\nu}=\sum_r\chi_\mu(r)\chi_\nu(r)$. The expression `Matrix.of fun μ ν => …` builds a matrix from a formula for its entries. Positive quadrature weights can be absorbed into $\chi$ as square roots.

```lean
/-- Two-electron integral (μν|κτ) with interaction kernel `w`. -/
def eri (χ : Fin n → G → ℝ) (w : G → G → ℝ) (μ ν κ τ : Fin n) : ℝ :=
  ∑ r, ∑ s, χ μ r * χ ν r * w r s * (χ κ s * χ τ s)
```

In chemists' notation, $(\mu\nu|\kappa\tau)=\sum_{r,s}\chi_\mu(r)\chi_\nu(r)\,w(r,s)\,\chi_\kappa(s)\chi_\tau(s)$.

```lean
/-- Coulomb matrix J(D). -/
def coulomb (χ : Fin n → G → ℝ) (w : G → G → ℝ) (D : Matrix (Fin n) (Fin n) ℝ) :
    Matrix (Fin n) (Fin n) ℝ :=
  Matrix.of fun μ ν => ∑ κ, ∑ τ, D κ τ * eri χ w μ ν κ τ
```

$J(D)_{\mu\nu}=\sum_{\kappa\tau}D_{\kappa\tau}(\mu\nu|\kappa\tau)$.

```lean
/-- Exchange matrix K(D). -/
def exchange (χ : Fin n → G → ℝ) (w : G → G → ℝ) (D : Matrix (Fin n) (Fin n) ℝ) :
    Matrix (Fin n) (Fin n) ℝ :=
  Matrix.of fun μ ν => ∑ κ, ∑ τ, D κ τ * eri χ w μ κ ν τ
```

$K(D)_{\mu\nu}=\sum_{\kappa\tau}D_{\kappa\tau}(\mu\kappa|\nu\tau)$: the same integrals with two indices exchanged.

```lean
/-- Fock matrix h + J(T) - K(D) of a spin channel with density `D`, for total density `T`. -/
def fock (χ : Fin n → G → ℝ) (w : G → G → ℝ) (h T D : Matrix (Fin n) (Fin n) ℝ) :
    Matrix (Fin n) (Fin n) ℝ :=
  h + coulomb χ w T - exchange χ w D
```

The total density `T` enters the Coulomb term, and the channel's own density `D` enters exchange.

```lean
/-- The columns of `C` are a complete set of orbitals, orthonormal in the metric `S`, that solve
FC = SCε with energies `ε` in ascending order. -/
structure IsOrbitals (F S C : Matrix (Fin n) (Fin n) ℝ) (ε : Fin n → ℝ) : Prop where
  orthonormal : Cᵀ * S * C = 1
  roothaan : F * C = S * C * diagonal ε
  ordered : Monotone ε
```

`IsOrbitals F S C ε` says that $C^TSC=1$, $FC=SC\,\mathrm{diag}(\varepsilon)$ and $\varepsilon_0\le\varepsilon_1\le\cdots$. Because $C$ is square, the set of orbitals is complete. Non-orthogonal bases are allowed, but linearly dependent ones are not, since $S$ must be invertible. For $S=1$ the levels are the ordinary eigenvalues.

```lean
/-- The density on the grid of a combination of products of basis functions. -/
def pairDensity (χ : Fin n → G → ℝ) (A : Matrix (Fin n) (Fin n) ℝ) (r : G) : ℝ :=
  ∑ μ, ∑ κ, A μ κ * (χ μ r * χ κ r)
```

A coefficient matrix $A$ defines the pair density $\rho_A(r)=\sum_{\mu\kappa}A_{\mu\kappa}\chi_\mu(r)\chi_\kappa(r)$.

## Comparing two ordered spectra

```lean
private lemma swap4 {α β γ δ : Type*} [Fintype α] [Fintype β] [Fintype γ] [Fintype δ]
    (f : α → β → γ → δ → ℝ) :
    ∑ a, ∑ b, ∑ c, ∑ d, f a b c d = ∑ c, ∑ d, ∑ a, ∑ b, f a b c d := by
  have h := Finset.sum_comm (s := Finset.univ) (t := Finset.univ)
    (f := fun (p : α × β) (q : γ × δ) => f p.1 p.2 q.1 q.2)
  simpa only [Fintype.sum_prod_type] using h
```

This lemma reorders a fourfold finite sum.

```lean
private lemma form_conj (A C : Matrix (Fin n) (Fin n) ℝ) (c : Fin n → ℝ) :
    (C *ᵥ c) ⬝ᵥ (A *ᵥ (C *ᵥ c)) = c ⬝ᵥ ((Cᵀ * A * C) *ᵥ c) := by
  rw [← Matrix.mulVec_mulVec, ← Matrix.mulVec_mulVec, Matrix.dotProduct_mulVec c Cᵀ,
    Matrix.vecMul_transpose]
```

In Lean, `*ᵥ` applies a matrix to a vector and `⬝ᵥ` is the dot product. The lemma reads $(Cc)^TA(Cc)=c^T(C^TAC)c$.

```lean
/-- The energy form of a mixture of orbitals is the sum of the orbital energies weighted by the
squared coefficients. -/
theorem IsOrbitals.energy {F S C : Matrix (Fin n) (Fin n) ℝ} {ε : Fin n → ℝ}
    (H : IsOrbitals F S C ε) (c : Fin n → ℝ) :
    (C *ᵥ c) ⬝ᵥ (F *ᵥ (C *ᵥ c)) = ∑ j, ε j * c j ^ 2 := by
  have e : Cᵀ * F * C = diagonal ε := by
    rw [Matrix.mul_assoc, H.roothaan, ← Matrix.mul_assoc, ← Matrix.mul_assoc, H.orthonormal,
      Matrix.one_mul]
  rw [form_conj, e]
  simp only [dotProduct, Matrix.mulVec_diagonal]
  exact Finset.sum_congr rfl fun j _ => by ring
```

Multiplying $FC=SC\,\mathrm{diag}(\varepsilon)$ by $C^T$ from the left gives $C^TFC=\mathrm{diag}(\varepsilon)$. Hence the orbital $x=Cc$ has $x^TFx=\sum_j\varepsilon_jc_j^2$.

```lean
private lemma exists_mixture (T : Matrix (Fin n) (Fin n) ℝ) (i : Fin n) :
    ∃ d : Fin n → ℝ, d ≠ 0 ∧ (∀ j, j < i → (T *ᵥ d) j = 0) ∧ ∀ j, i < j → d j = 0 := by
  -- the conditions form a square linear system whose row i is empty
  let N : Matrix (Fin n) (Fin n) ℝ := Matrix.of fun j k =>
    if j < i then T j k else if j = i then 0 else if j = k then 1 else 0
  have hN : N.det = 0 := Matrix.det_eq_zero_of_row_eq_zero i fun k => by simp [N]
  obtain ⟨d, hd0, hd⟩ := Matrix.exists_mulVec_eq_zero_iff.2 hN
  refine ⟨d, hd0, fun j hj => ?_, fun j hj => ?_⟩
  · have := congrFun hd j
    simpa [N, Matrix.mulVec, dotProduct, hj] using this
  · have := congrFun hd j
    simpa [N, Matrix.mulVec, dotProduct, not_lt.2 hj.le, hj.ne'] using this
```

For a matrix $T$ and an index $i$, we want $d\neq0$ with $(Td)_j=0$ for $j<i$ and $d_j=0$ for $j>i$. These are $n-1$ linear conditions on $n$ unknowns. The proof writes them as a square matrix `N` whose row $i$ is zero. Its determinant therefore vanishes, and a nonzero null vector exists.

```lean
/-- If the energy form of `F` never exceeds that of `F'`, each ordered level of `F` is at most
the corresponding level of `F'`, in a common metric `S`. -/
theorem levels_mono {F F' S C C' : Matrix (Fin n) (Fin n) ℝ} {ε ε' : Fin n → ℝ}
    (H : IsOrbitals F S C ε) (H' : IsOrbitals F' S C' ε')
    (hle : ∀ x, x ⬝ᵥ (F *ᵥ x) ≤ x ⬝ᵥ (F' *ᵥ x)) (i : Fin n) : ε i ≤ ε' i := by
  obtain ⟨d, hd0, hlow, hhigh⟩ := exists_mixture (Cᵀ * S * C') i
  set c := (Cᵀ * S * C') *ᵥ d with hc
  -- the same orbital, expanded in both sets
  have hx : C *ᵥ c = C' *ᵥ d := by
    have hinv : C * (Cᵀ * S) = 1 := mul_eq_one_comm.1 H.orthonormal
    rw [hc, Matrix.mulVec_mulVec, ← Matrix.mul_assoc, hinv, Matrix.one_mul]
  have hnorm : ∑ j, c j ^ 2 = ∑ j, d j ^ 2 := by
    have h1 := form_conj S C c
    have h2 := form_conj S C' d
    rw [H.orthonormal, Matrix.one_mulVec] at h1
    rw [H'.orthonormal, Matrix.one_mulVec] at h2
    rw [hx, h2] at h1
    simpa only [dotProduct, ← pow_two] using h1.symm
  have hpos : 0 < ∑ j, d j ^ 2 := by
    obtain ⟨j, hj⟩ := Function.ne_iff.1 hd0
    exact Finset.sum_pos' (fun _ _ => sq_nonneg _)
      ⟨j, Finset.mem_univ j, pow_pos_of_ne hj⟩
  have h1 : ε i * ∑ j, c j ^ 2 ≤ ∑ j, ε j * c j ^ 2 := by
    rw [Finset.mul_sum]
    refine Finset.sum_le_sum fun j _ => ?_
    by_cases hj : j < i
    · simp [hlow j hj]
    · exact mul_le_mul_of_nonneg_right (H.ordered (not_lt.1 hj)) (sq_nonneg _)
  have h2 : ∑ j, ε' j * d j ^ 2 ≤ ε' i * ∑ j, d j ^ 2 := by
    rw [Finset.mul_sum]
    refine Finset.sum_le_sum fun j _ => ?_
    by_cases hj : i < j
    · simp [hhigh j hj]
    · exact mul_le_mul_of_nonneg_right (H'.ordered (not_lt.1 hj)) (sq_nonneg _)
  have h3 := hle (C *ᵥ c)
  rw [H.energy, hx, H'.energy] at h3
  rw [hnorm] at h1
  exact le_of_mul_le_mul_right (h1.trans (h3.trans h2)) hpos
where
  pow_pos_of_ne {a : ℝ} (h : a ≠ 0) : 0 < a ^ 2 := by positivity
```

Suppose $x^TFx\le x^TF'x$ for all $x$. Apply the previous lemma to $T=C^TSC'$ and set $c=Td$. Since $CC^TS=1$, the vectors $Cc$ and $C'd$ are the same orbital $x$. It contains only levels of $F'$ up to $i$ and only levels of $F$ from $i$ upwards. Its norm in the metric $S$ is $\sum_jc_j^2=\sum_jd_j^2>0$, so

$$\varepsilon_i\sum_jc_j^2\le\sum_j\varepsilon_jc_j^2=x^TFx\le x^TF'x=\sum_j\varepsilon'_jd_j^2\le\varepsilon'_i\sum_jd_j^2 .$$

Dividing by the common norm gives $\varepsilon_i\le\varepsilon'_i$. In the code, `h1`, `h3` and `h2` are the three inequalities from left to right.

```lean
/-- A real symmetric matrix has a complete set of orthonormal orbitals with ordered energies. -/
theorem exists_orbitals {F : Matrix (Fin n) (Fin n) ℝ} (hF : F.IsSymm) :
    ∃ C ε, IsOrbitals F 1 C ε := by
  have hH : F.IsHermitian := Matrix.IsHermitian.ext fun i j => by simpa using hF.apply i j
  let σ := Tuple.sort hH.eigenvalues
  refine ⟨Matrix.of fun i j => (hH.eigenvectorBasis (σ j)).ofLp i, hH.eigenvalues ∘ σ,
    ?_, ?_, Tuple.monotone_sort _⟩
  · ext j k
    have h := orthonormal_iff_ite.mp hH.eigenvectorBasis.orthonormal (σ j) (σ k)
    simp only [PiLp.inner_apply, RCLike.inner_apply, conj_trivial, σ.injective.eq_iff] at h
    rw [Matrix.mul_one, Matrix.mul_apply, Matrix.one_apply, ← h]
    exact Finset.sum_congr rfl fun i _ => mul_comm _ _
  · ext i j
    have h := congrFun (hH.mulVec_eigenvectorBasis (σ j)) i
    rw [Matrix.one_mul, Matrix.mul_diagonal]
    exact h.trans (mul_comm _ _)
```

The spectral theorem supplies orthonormal eigenvectors of a symmetric matrix, and `Tuple.sort` puts their eigenvalues in ascending order. The metric here is the identity.

```lean
/-- The Fock matrix is symmetric when the core Hamiltonian, the kernel and the channel's own density
`D` are symmetric. -/
theorem fock_isSymm (χ : Fin n → G → ℝ) {w : G → G → ℝ} (hw : ∀ r s, w r s = w s r)
    {h D : Matrix (Fin n) (Fin n) ℝ} (hh : h.IsSymm) (hD : D.IsSymm)
    (T : Matrix (Fin n) (Fin n) ℝ) : (fock χ w h T D).IsSymm := by
  refine Matrix.IsSymm.ext fun μ ν => ?_
  have hJ : coulomb χ w T ν μ = coulomb χ w T μ ν := by
    simp only [coulomb, Matrix.of_apply, eri]
    refine Finset.sum_congr rfl fun κ _ => Finset.sum_congr rfl fun τ _ => ?_
    congr 1
    exact Finset.sum_congr rfl fun r _ => Finset.sum_congr rfl fun s _ => by ring
  have hK : exchange χ w D ν μ = exchange χ w D μ ν := by
    simp only [exchange, Matrix.of_apply]
    refine Eq.trans Finset.sum_comm ?_
    refine Finset.sum_congr rfl fun κ _ => Finset.sum_congr rfl fun τ _ => ?_
    rw [hD.apply κ τ]
    congr 1
    -- exchange the two electrons
    simp only [eri]
    refine Eq.trans Finset.sum_comm ?_
    exact Finset.sum_congr rfl fun r _ => Finset.sum_congr rfl fun s _ => by
      rw [hw s r]; ring
  simp only [fock, Matrix.sub_apply, Matrix.add_apply, hJ, hK, hh.apply μ ν]
```

If $h$, $D$ and the kernel are symmetric, so is the Fock matrix. For $J$ this follows from $(\mu\nu|\kappa\tau)=(\nu\mu|\kappa\tau)$; for $K$ one exchanges the two electrons and uses $D_{\kappa\tau}=D_{\tau\kappa}$. With the preceding theorem, complete solutions therefore exist in an orthonormal basis.

## Why exchange is positive semidefinite

```lean
/-- The self-repulsion of any real pair density is nonnegative for a positive semidefinite
kernel. -/
theorem self_repulsion_nonneg (χ : Fin n → G → ℝ) {w : G → G → ℝ}
    (hw : ∀ f : G → ℝ, 0 ≤ ∑ r, ∑ s, f r * w r s * f s) (A : Matrix (Fin n) (Fin n) ℝ) :
    0 ≤ ∑ μ, ∑ κ, ∑ ν, ∑ τ, A μ κ * A ν τ * eri χ w μ κ ν τ := by
  have inner : ∀ μ κ, ∑ ν, ∑ τ, A μ κ * A ν τ * eri χ w μ κ ν τ =
      ∑ r, ∑ s, A μ κ * (χ μ r * χ κ r) * w r s * pairDensity χ A s := by
    intro μ κ
    simp only [eri, pairDensity, Finset.mul_sum]
    refine Eq.trans (swap4 _) ?_
    exact Finset.sum_congr rfl fun r _ => Finset.sum_congr rfl fun s _ =>
      Finset.sum_congr rfl fun ν _ => Finset.sum_congr rfl fun τ _ => by ring
  simp only [inner]
  rw [swap4]
  refine (hw (pairDensity χ A)).trans_eq ?_
  refine Finset.sum_congr rfl fun r _ => Finset.sum_congr rfl fun s _ => ?_
  simp only [← Finset.sum_mul]
  rfl
```

The hypothesis `hw` says $\sum_{rs}f(r)w(r,s)f(s)\ge0$ for every real $f$: no charge distribution has negative self-repulsion, a property that the Coulomb interaction has in the continuum. Inserting the integrals gives

$$\sum_{\mu\kappa\nu\tau}A_{\mu\kappa}A_{\nu\tau}(\mu\kappa|\nu\tau)=\sum_{rs}\rho_A(r)\,w(r,s)\,\rho_A(s)\ge0 .$$

```lean
/-- For a positive semidefinite kernel, the exchange matrix of a symmetric positive semidefinite
density has a nonnegative quadratic form. -/
theorem exchange_nonneg (χ : Fin n → G → ℝ) {w : G → G → ℝ}
    (hw : ∀ f : G → ℝ, 0 ≤ ∑ r, ∑ s, f r * w r s * f s) {D : Matrix (Fin n) (Fin n) ℝ}
    (hD : D.IsSymm) (hpos : ∀ x, 0 ≤ x ⬝ᵥ (D *ᵥ x)) (x : Fin n → ℝ) :
    0 ≤ x ⬝ᵥ (exchange χ w D *ᵥ x) := by
  -- orthonormal eigenvectors C of D with eigenvalues ε
  obtain ⟨C, ε, hC⟩ := exists_orbitals hD
  have hε : ∀ k, 0 ≤ ε k := fun k => by
    have h := hpos (C *ᵥ Pi.single k 1)
    rw [hC.energy] at h
    simpa [Pi.single_apply, ite_pow] using h
  have hCC : C * Cᵀ = 1 := mul_eq_one_comm.1 (by simpa using hC.orthonormal)
  have hDm : D = C * diagonal ε * Cᵀ := by
    calc D = D * C * Cᵀ := by rw [Matrix.mul_assoc, hCC, Matrix.mul_one]
      _ = _ := by rw [hC.roothaan, Matrix.one_mul]
  have hDe : ∀ κ τ, D κ τ = ∑ k, C κ k * ε k * C τ k := fun κ τ => by
    have h := congrFun (congrFun hDm κ) τ
    rw [Matrix.mul_apply] at h
    simpa only [Matrix.mul_diagonal, Matrix.transpose_apply] using h
  have key : ∑ k, ε k * ∑ μ, ∑ κ, ∑ ν, ∑ τ,
      (x μ * C κ k) * (x ν * C τ k) * eri χ w μ κ ν τ = x ⬝ᵥ (exchange χ w D *ᵥ x) := by
    simp only [dotProduct, Matrix.mulVec, exchange, Matrix.of_apply, hDe, Finset.mul_sum,
      Finset.sum_mul]
    refine Eq.trans Finset.sum_comm (Finset.sum_congr rfl fun μ _ => ?_)
    refine Eq.trans (Finset.sum_congr rfl fun k _ => Finset.sum_comm) ?_
    refine Eq.trans Finset.sum_comm (Finset.sum_congr rfl fun ν _ => ?_)
    refine Eq.trans Finset.sum_comm (Finset.sum_congr rfl fun κ _ => ?_)
    refine Eq.trans Finset.sum_comm (Finset.sum_congr rfl fun τ _ => ?_)
    exact Finset.sum_congr rfl fun k _ => by ring
  rw [← key]
  exact Finset.sum_nonneg fun k _ => mul_nonneg (hε k)
    (self_repulsion_nonneg χ hw (Matrix.of fun μ κ => x μ * C κ k))
```

Diagonalise $D_{\kappa\tau}=\sum_k\varepsilon_kC_{\kappa k}C_{\tau k}$. Positivity of $D$ gives $\varepsilon_k\ge0$. Then

$$x^TK(D)x=\sum_k\varepsilon_k\sum_{\mu\kappa\nu\tau}(x_\mu C_{\kappa k})(x_\nu C_{\tau k})(\mu\kappa|\nu\tau).$$

Each inner sum is the self-repulsion of the product of orbital $x$ with orbital $k$, so the total is nonnegative. The identity `key` is this formula. Here the columns of $C$ are orthonormal eigenvectors of the coefficient matrix $D$, and the $\varepsilon_k$ are its eigenvalues.

## The ordering of the spin levels

```lean
/-- For a positive semidefinite kernel and symmetric densities with Da - Db positive semidefinite,
each ordered level of Fa is at most the corresponding level of Fb. -/
theorem majority_levels_le (χ : Fin n → G → ℝ) {w : G → G → ℝ}
    (hw : ∀ f : G → ℝ, 0 ≤ ∑ r, ∑ s, f r * w r s * f s)
    {h Da Db Ca Cb : Matrix (Fin n) (Fin n) ℝ} {εa εb : Fin n → ℝ}
    (hDa : Da.IsSymm) (hDb : Db.IsSymm) (hM : ∀ x, 0 ≤ x ⬝ᵥ ((Da - Db) *ᵥ x))
    (ha : IsOrbitals (fock χ w h (Da + Db) Da) (overlap χ) Ca εa)
    (hb : IsOrbitals (fock χ w h (Da + Db) Db) (overlap χ) Cb εb) (i : Fin n) :
    εa i ≤ εb i := by
  refine levels_mono ha hb (fun x => ?_) i
  -- the Fock matrices differ by the exchange matrix of the spin density
  have hK : exchange χ w (Da - Db) = exchange χ w Da - exchange χ w Db := by
    ext μ ν
    simp only [exchange, Matrix.of_apply, Matrix.sub_apply, sub_mul, Finset.sum_sub_distrib]
  have hF : fock χ w h (Da + Db) Db =
      fock χ w h (Da + Db) Da + exchange χ w (Da - Db) := by
    rw [hK]
    simp only [fock]
    abel
  rw [hF, Matrix.add_mulVec, dotProduct_add]
  linarith [exchange_nonneg χ hw (hDa.sub hDb) hM x]
```

Since $K$ is linear, $F_b=F_a+K(D_a-D_b)$. The added matrix has a nonnegative quadratic form, so $x^TF_ax\le x^TF_bx$ for every $x$, and the spectral comparison finishes the proof.

The hypothesis `hM` is the positivity of $D_a-D_b$. For densities built from orthonormal orbitals of occupation one, it holds when every occupied minority orbital lies in the occupied majority space, as in high-spin restricted open-shell theory. The levels compared there are those of $F_a$ and $F_b$ built from these densities; the common restricted orbitals in general diagonalise neither matrix. Unrestricted densities can violate it, even with more majority electrons.

The complete solutions `ha` and `hb` are assumed. They already force both Fock matrices to be symmetric, so no separate symmetry condition on $h$ or $w$ appears. The densities need not be built from `Ca` and `Cb`: the comparison is made at fixed densities, self-consistent or not.

## Two sites and one electron

```lean
/-- Kronecker delta on two sites, used both as localised basis and as on-site repulsion. -/
def site (i j : Fin 2) : ℝ := if i = j then 1 else 0
```

The same Kronecker delta serves as localised basis and as on-site repulsion of strength 1.

```lean
/-- Two sites with core energies 0 and 1, on-site repulsion 1 and one majority-spin electron on the
first site: the majority levels are 0, 1 and the minority levels are 1, 1. -/
theorem majority_levels_witness :
    (∀ f : Fin 2 → ℝ, 0 ≤ ∑ r, ∑ s, f r * site r s * f s) ∧
    (diagonal ![(1 : ℝ), 0]).IsSymm ∧ (0 : Matrix (Fin 2) (Fin 2) ℝ).IsSymm ∧
    (∀ x : Fin 2 → ℝ, 0 ≤ x ⬝ᵥ ((diagonal ![(1 : ℝ), 0] - 0) *ᵥ x)) ∧
    IsOrbitals (fock site site (diagonal ![0, 1]) (diagonal ![1, 0] + 0) (diagonal ![1, 0]))
      (overlap site) 1 ![0, 1] ∧
    IsOrbitals (fock site site (diagonal ![0, 1]) (diagonal ![1, 0] + 0) 0)
      (overlap site) 1 ![1, 1] := by
  have hS : overlap site = 1 := by
    ext i j
    fin_cases i <;> fin_cases j <;> simp [overlap, site]
  refine ⟨fun f => ?_, Matrix.diagonal_transpose _, Matrix.transpose_zero, fun x => ?_,
    ⟨by simp [hS], ?_, ?_⟩, ⟨by simp [hS], ?_, ?_⟩⟩
  · simp [site, Fin.sum_univ_two]
    nlinarith [sq_nonneg (f 0), sq_nonneg (f 1)]
  · simp [dotProduct, Matrix.mulVec_diagonal, Fin.sum_univ_two]
    nlinarith [sq_nonneg (x 0)]
  · rw [hS, Matrix.mul_one, Matrix.one_mul, Matrix.one_mul]
    ext i j
    fin_cases i <;> fin_cases j <;>
      simp [fock, coulomb, exchange, eri, site]
  · intro i j
    revert i j
    simp [Fin.forall_fin_two]
  · rw [hS, Matrix.mul_one, Matrix.one_mul, Matrix.one_mul]
    ext i j
    fin_cases i <;> fin_cases j <;>
      simp [fock, coulomb, exchange, eri, site]
  · intro i j
    revert i j
    simp [Fin.forall_fin_two]

end

end ExchangeLowersMajorityLevels
```

Take $h=\mathrm{diag}(0,1)$, $D_a=\mathrm{diag}(1,0)$ and $D_b=0$. The only nonzero integrals are $(00|00)=(11|11)=1$, so

$$J(D_a+D_b)=K(D_a)=\mathrm{diag}(1,0),\qquad K(D_b)=0 .$$

Therefore

$$F_a=\mathrm{diag}(0,1),\qquad F_b=\mathrm{diag}(1,1).$$

The majority levels are $0,1$ and the minority levels $1,1$. Exchange cancels the electron's repulsion with itself in the majority channel, which lowers the first level by 1. The second level is unchanged, so the inequality need not be strict. The theorem checks every hypothesis of the comparison for this model, with the identity matrix as the orbitals of both channels.

```lean
#print axioms ExchangeLowersMajorityLevels.fock_isSymm
-- 'ExchangeLowersMajorityLevels.fock_isSymm' depends on axioms: [propext, Classical.choice, Quot.sound]
#print axioms ExchangeLowersMajorityLevels.majority_levels_le
-- 'ExchangeLowersMajorityLevels.majority_levels_le' depends on axioms: [propext, Classical.choice, Quot.sound]
```
